# Self-consistent occupied spinors with a Hermitian Fock matrix can be rotated into canonical orbitals with real energies

In a finite basis, let the columns of `C` be occupied spinors, orthonormal in the metric `S`, that solve the self-consistent equations F(CCᴴ)C = SCL with a matrix L of Lagrange multipliers. The theorem `canonical_orbitals_exist` says that if the Fock matrix F(CCᴴ) is Hermitian, then L is Hermitian, and some unitary U gives spinors CU with the same density that solve the same equations with a diagonal matrix of real orbital energies in place of L. The self-consistent solution is assumed, and F may be any map from matrices to matrices that is Hermitian at this one density. The proof takes for U the unitary matrix of eigenvectors of L, shows that LU is U times the diagonal matrix of eigenvalues, and then applies the earlier lemma `rotate`.

The failing Lean file:

```lean
import Mathlib

open Matrix

namespace CanonicalOrbitalsExist

noncomputable section

variable {n k : Type*} [Fintype n] [Fintype k] [DecidableEq k]

/-- The density matrix `C Cᴴ` of the occupied spinors, whose coefficients are the columns
of `C`. -/
def density {n k : Type*} [Fintype k] (C : Matrix n k ℂ) : Matrix n n ℂ := C * Cᴴ

/-- The occupied spinors `C` are orthonormal in the metric `S` and solve the self-consistent
equations `F(C Cᴴ) C = S C L` with the matrix `L` of Lagrange multipliers. -/
structure SCFSolution (F : Matrix n n ℂ → Matrix n n ℂ) (S : Matrix n n ℂ)
    (C : Matrix n k ℂ) (L : Matrix k k ℂ) : Prop where
  orthonormal : Cᴴ * S * C = 1
  equation : F (density C) * C = S * C * L

variable {F : Matrix n n ℂ → Matrix n n ℂ} {S : Matrix n n ℂ}
  {C C' : Matrix n k ℂ} {L L' : Matrix k k ℂ}

/-- The Lagrange multipliers of a self-consistent solution are the matrix elements of the
Fock operator between the occupied spinors. -/
theorem multiplier_eq (h : SCFSolution F S C L) : L = Cᴴ * F (density C) * C := by
  calc L = Cᴴ * S * C * L := by rw [h.orthonormal, Matrix.one_mul]
    _ = Cᴴ * (S * C * L) := by simp only [Matrix.mul_assoc]
    _ = Cᴴ * (F (density C) * C) := by rw [← h.equation]
    _ = Cᴴ * F (density C) * C := by rw [Matrix.mul_assoc]

/-- If the Fock matrix at the self-consistent density is Hermitian, so is the matrix of
Lagrange multipliers. -/
theorem multiplier_isHermitian (hF : (F (density C)).IsHermitian)
    (h : SCFSolution F S C L) : L.IsHermitian := by
  rw [multiplier_eq h]
  exact Matrix.isHermitian_conjTranspose_mul_mul C hF

/-- A unitary rotation among the occupied spinors leaves the density unchanged and gives
another self-consistent solution, with multipliers `Uᴴ L U`. -/
theorem rotate (h : SCFSolution F S C L) {U : Matrix k k ℂ}
    (hU : U ∈ Matrix.unitaryGroup k ℂ) :
    density (C * U) = density C ∧ SCFSolution F S (C * U) (Uᴴ * L * U) := by
  have h1 : U * Uᴴ = 1 := Matrix.mem_unitaryGroup_iff.mp hU
  have h2 : Uᴴ * U = 1 := Matrix.mem_unitaryGroup_iff'.mp hU
  have hd : density (C * U) = density C := by
    calc C * U * (C * U)ᴴ = C * (U * Uᴴ) * Cᴴ := by
          simp only [Matrix.conjTranspose_mul, Matrix.mul_assoc]
      _ = C * Cᴴ := by rw [h1, Matrix.mul_one]
  refine ⟨hd, ?_, ?_⟩
  · calc (C * U)ᴴ * S * (C * U) = Uᴴ * (Cᴴ * S * C) * U := by
          simp only [Matrix.conjTranspose_mul, Matrix.mul_assoc]
      _ = 1 := by rw [h.orthonormal, Matrix.mul_one, h2]
  · rw [hd]
    calc F (density C) * (C * U) = F (density C) * C * U := by rw [Matrix.mul_assoc]
      _ = S * C * L * U := by rw [h.equation]
      _ = S * C * (U * Uᴴ) * L * U := by rw [h1, Matrix.mul_one]
      _ = S * (C * U) * (Uᴴ * L * U) := by simp only [Matrix.mul_assoc]

/-- Canonical orbitals exist: if the Fock matrix at the self-consistent density is Hermitian,
then `L` is Hermitian, and a unitary rotation of the occupied spinors keeps the density and
solves the same equations with a diagonal matrix of real orbital energies. -/
theorem canonical_orbitals_exist (hF : (F (density C)).IsHermitian)
    (h : SCFSolution F S C L) :
    L.IsHermitian ∧ ∃ U ∈ Matrix.unitaryGroup k ℂ, ∃ ε : k → ℝ,
      density (C * U) = density C ∧
      SCFSolution F S (C * U) (Matrix.diagonal fun i => (ε i : ℂ)) := by
  have hL := multiplier_isHermitian hF h
  let U : Matrix k k ℂ := hL.eigenvectorUnitary
  have hU : U ∈ Matrix.unitaryGroup k ℂ := hL.eigenvectorUnitary.2
  have h2 : Uᴴ * U = 1 := Matrix.mem_unitaryGroup_iff'.mp hU
  -- the columns of U are eigenvectors of L
  have hLU : L * U = U * Matrix.diagonal fun i => (hL.eigenvalues i : ℂ) := by
    ext i j
    have hv := congrFun (hL.mulVec_eigenvectorBasis j) i
    simpa [U, Matrix.mul_apply, Matrix.mulVec, dotProduct, Matrix.mul_diagonal,
      Matrix.IsHermitian.eigenvectorUnitary_apply, mul_comm] using hv
  have hD : Uᴴ * L * U = Matrix.diagonal fun i => (hL.eigenvalues i : ℂ) := by
    rw [Matrix.mul_assoc, hLU, ← Matrix.mul_assoc, h2, Matrix.one_mul]
  obtain ⟨hd, hs⟩ := rotate h hU
  rw [hD] at hs
  exact ⟨hL, U, hU, hL.eigenvalues, hd, hs⟩

end

end CanonicalOrbitalsExist
```

The error:

```
Main.lean:77:4: error: Type mismatch: After simplification, term
  hv
 has type
  ∑ x, L i x * (hL.eigenvectorBasis j).ofLp x = ↑(hL.eigenvalues j) * (hL.eigenvectorBasis j).ofLp i
but is expected to have type
  ∑ j_1, L i j_1 * (hL.eigenvectorBasis j).ofLp j_1 =
    ∑ j_1, (hL.eigenvectorBasis j_1).ofLp i * diagonal (fun i => ↑(hL.eigenvalues i)) j_1 j
```

Diagnosis. The error is in the proof of `hLU`, where the equation is checked entry by entry. The right side is an entry of U times a diagonal matrix, and two of the lemmas given to `simpa` fit it. `Matrix.mul_diagonal` would turn it into a single product, an entry of U times an eigenvalue, while `Matrix.mul_apply` writes it out as a sum over the inner index. The message shows that the sum won. After that there was no matrix product left for `Matrix.mul_diagonal` to match, and the sum, with `diagonal` still inside it, did not agree with the single product in `hv`.

The repair runs `rw [Matrix.mul_diagonal]` first, so the right side is already a single product when `simpa` starts. `Matrix.mul_apply` then expands only the product `L * U` on the left, which is the sum that `hv` has too. Taking `Matrix.mul_diagonal` out of the `simpa` list is mere tidying, since its work is done by then.

The change, after which it compiles:

```diff
@@ -75,5 +75,6 @@
     ext i j
     have hv := congrFun (hL.mulVec_eigenvectorBasis j) i
-    simpa [U, Matrix.mul_apply, Matrix.mulVec, dotProduct, Matrix.mul_diagonal,
+    rw [Matrix.mul_diagonal]
+    simpa [U, Matrix.mul_apply, Matrix.mulVec, dotProduct,
       Matrix.IsHermitian.eigenvectorUnitary_apply, mul_comm] using hv
   have hD : Uᴴ * L * U = Matrix.diagonal fun i => (hL.eigenvalues i : ℂ) := by
```
